# In a finite basis, every Slater determinant's density matrix is a limit of ones with an invertible occupied block

A Slater determinant of N electrons can be orthogonal to the reference determinant, for instance after one electron has been moved from an occupied to a virtual orbital. Thouless's parametrisation by single excitations then fails. To see where, write the orbital coefficients in an orthonormal spin-orbital basis as a matrix

Y = [A; B],

with one column per electron. The N rows of A belong to the orbitals occupied in the reference, and the rows of B to the virtual ones. The normalised overlap with the reference is det A / √det(YᴴY), where ᴴ is the conjugate transpose. If A is invertible, multiplying Y by A⁻¹ from the right keeps the column space and gives [1; t], with amplitudes t = BA⁻¹. If A is singular, the overlap vanishes and these amplitudes do not exist.

Such a determinant can still be approached. Shift the occupied block by a number s:

Y_s = [A + s·1; B].

For small nonzero s the shifted block is invertible, and the density matrix of Y_s tends to that of Y as s → 0. The amplitudes diverge when A is singular. For a single determinant in a finite basis, growing singles amplitudes can therefore accompany a density matrix that converges to a regular limit.

The Lean file works with coefficient matrices and one-particle density matrices; the exponential of single excitations and the N-electron state do not appear in it.

## Orbitals, density matrix and amplitudes

The field `𝕜` is ℝ or ℂ. The finite type `n` labels both the electrons and the occupied orbitals, which makes A square; `m` labels the virtual orbitals, and `o` is any finite set of rows.

```lean
import Mathlib

open Matrix Filter Topology
open scoped ComplexOrder

namespace ThoulessClosure

noncomputable section

variable {𝕜 m n o : Type*} [RCLike 𝕜] [Fintype m] [Fintype n] [Fintype o] [DecidableEq n]
```

The orbitals need not be orthonormal, only linearly independent: Yv = 0 must force v = 0.

```lean
/-- The orbitals stored in the columns of `Y` are linearly independent. -/
def FullColumnRank (Y : Matrix o n 𝕜) : Prop :=
  ∀ v : n → 𝕜, Y *ᵥ v = 0 → v = 0
```

For such orbitals the one-particle density matrix is

P(Y) = Y(YᴴY)⁻¹Yᴴ,

where the inverse overlap matrix corrects for non-orthonormal columns.

```lean
/-- The one-particle density matrix `Y (Yᴴ Y)⁻¹ Yᴴ` of the determinant built from the
columns of `Y`. -/
def densityMatrix (Y : Matrix o n 𝕜) : Matrix o o 𝕜 :=
  Y * (Yᴴ * Y)⁻¹ * Yᴴ
```

The shifted orbitals are stacked by `fromRows`, with rows indexed by the disjoint union `n ⊕ m`.

```lean
/-- The orbitals `[A + s 1; B]`, whose occupied block is shifted by `s`. -/
def shifted (A : Matrix n n 𝕜) (B : Matrix m n 𝕜) (s : 𝕜) : Matrix (n ⊕ m) n 𝕜 :=
  fromRows (A + s • (1 : Matrix n n 𝕜)) B
```

When the shifted block is invertible, their amplitudes are t_s = B(A + s·1)⁻¹.

```lean
/-- The Thouless amplitudes `B (A + s 1)⁻¹` of the shifted orbitals. -/
def amplitudes (A : Matrix n n 𝕜) (B : Matrix m n 𝕜) (s : 𝕜) : Matrix m n 𝕜 :=
  B * (A + s • (1 : Matrix n n 𝕜))⁻¹
```

## Independent orbitals give an orthogonal projector

Suppose det(YᴴY) = 0. Then some nonzero v satisfies YᴴYv = 0, and multiplying by vᴴ gives

0 = vᴴYᴴYv = ‖Yv‖².

Hence Yv = 0, which contradicts linear independence. The overlap matrix is therefore invertible.

```lean
/-- Linearly independent orbitals have an invertible overlap matrix. -/
theorem overlap_isUnit_det {Y : Matrix o n 𝕜} (hY : FullColumnRank Y) :
    IsUnit (Yᴴ * Y).det := by
  rw [isUnit_iff_ne_zero]
  intro h
  obtain ⟨v, hv, hGv⟩ := Matrix.exists_mulVec_eq_zero_iff.2 h
  exact hv (hY v ((Matrix.conjTranspose_mul_self_mulVec_eq_zero Y v).1 hGv))
```

Write G = YᴴY and P = YG⁻¹Yᴴ. Then

PY = YG⁻¹(YᴴY) = Y.

Since G is Hermitian, so is P. Idempotency follows from PY = Y:

P² = (PY)G⁻¹Yᴴ = YG⁻¹Yᴴ = P.

If Px = x, then x = Y(G⁻¹Yᴴx) lies in the column space. Conversely, P(Yv) = Yv. These properties identify P as the orthogonal projector onto the span of the orbitals. In the proof, `h` is the identity PY = Y, and the remaining goals are the three properties in this order, the last one split into its two directions.

```lean
/-- For linearly independent orbitals the density matrix is Hermitian and idempotent, and
the vectors it leaves fixed are exactly those in the span of the orbitals. -/
theorem densityMatrix_is_projector {Y : Matrix o n 𝕜} (hY : FullColumnRank Y) :
    (densityMatrix Y)ᴴ = densityMatrix Y ∧
    densityMatrix Y * densityMatrix Y = densityMatrix Y ∧
    ∀ x : o → 𝕜, densityMatrix Y *ᵥ x = x ↔ ∃ v : n → 𝕜, Y *ᵥ v = x := by
  -- the density matrix leaves every orbital unchanged
  have h : densityMatrix Y * Y = Y := by
    rw [densityMatrix, Matrix.mul_assoc, Matrix.mul_assoc,
      Matrix.nonsing_inv_mul _ (overlap_isUnit_det hY), Matrix.mul_one]
  refine ⟨?_, ?_, fun x => ⟨fun hx => ?_, ?_⟩⟩
  · simp [densityMatrix, Matrix.conjTranspose_mul, Matrix.conjTranspose_nonsing_inv,
      Matrix.mul_assoc]
  · calc densityMatrix Y * densityMatrix Y
        = densityMatrix Y * Y * (Yᴴ * Y)⁻¹ * Yᴴ := by
          simp only [densityMatrix, Matrix.mul_assoc]
      _ = densityMatrix Y := by rw [h, densityMatrix]
  · refine ⟨((Yᴴ * Y)⁻¹ * Yᴴ) *ᵥ x, ?_⟩
    rw [Matrix.mulVec_mulVec, ← Matrix.mul_assoc]
    exact hx
  · rintro ⟨v, rfl⟩
    rw [Matrix.mulVec_mulVec, h]
```

## The projector varies continuously with the orbitals

By Cramer's rule,

G⁻¹ = adj(G) / det G.

The entries of G, adj(G) and det G are polynomials in the entries of Y and their complex conjugates, so they are continuous. The quotient is continuous wherever det G ≠ 0, hence at every Y with independent columns. Multiplying by Y and Yᴴ preserves continuity.

The proof turns on `Matrix.inv_def`, which states Cramer's rule for Lean's matrix inverse without assuming invertibility. This matters because continuity at Y concerns a function of a variable matrix Z, and some Z may have dependent columns. Lean assigns the value zero to the inverse of a singular matrix and to 1/0, so both sides agree there too. The equality `heq` can thus be proved for all Z at once, and invertibility is needed only at Y itself, where `ContinuousAt.inv₀` asks for a nonzero determinant.

```lean
set_option maxHeartbeats 400000 in
/-- The density matrix depends continuously on the orbital coefficients wherever the
orbitals are linearly independent. -/
theorem densityMatrix_continuousAt {Y : Matrix o n 𝕜} (hY : FullColumnRank Y) :
    ContinuousAt (densityMatrix : Matrix o n 𝕜 → Matrix o o 𝕜) Y := by
  have hG : Continuous fun Z : Matrix o n 𝕜 => Zᴴ * Z :=
    continuous_id.matrix_conjTranspose.matrix_mul continuous_id
  -- the inverse overlap is the adjugate divided by a nonvanishing determinant
  have hinv : ContinuousAt (fun Z : Matrix o n 𝕜 => (Zᴴ * Z)⁻¹) Y := by
    have heq : (fun Z : Matrix o n 𝕜 => (Zᴴ * Z)⁻¹) =
        fun Z => ((Zᴴ * Z).det)⁻¹ • (Zᴴ * Z).adjugate := by
      funext Z
      rw [Matrix.inv_def, Ring.inverse_eq_inv']
    have hdet : ContinuousAt (fun Z : Matrix o n 𝕜 => ((Zᴴ * Z).det)⁻¹) Y :=
      ContinuousAt.inv₀ hG.matrix_det.continuousAt (overlap_isUnit_det hY).ne_zero
    have hadj : ContinuousAt (fun Z : Matrix o n 𝕜 => (Zᴴ * Z).adjugate) Y :=
      hG.matrix_adjugate.continuousAt
    rw [heq]
    exact hdet.smul hadj
  have hmul : Continuous fun p : Matrix o n 𝕜 × Matrix n n 𝕜 => p.1 * p.2 * p.1ᴴ :=
    (continuous_fst.matrix_mul continuous_snd).matrix_mul
      continuous_fst.matrix_conjTranspose
  have hid : ContinuousAt (fun Z : Matrix o n 𝕜 => Z) Y := continuousAt_id
  have hpair : ContinuousAt (fun Z : Matrix o n 𝕜 => (Z, (Zᴴ * Z)⁻¹)) Y := hid.prodMk hinv
  have hdef : (densityMatrix : Matrix o n 𝕜 → Matrix o o 𝕜) =
      (fun p : Matrix o n 𝕜 × Matrix n n 𝕜 => p.1 * p.2 * p.1ᴴ) ∘
        (fun Z : Matrix o n 𝕜 => (Z, (Zᴴ * Z)⁻¹)) := by
    funext Z
    simp only [Function.comp_apply, densityMatrix]
  rw [hdef]
  exact ContinuousAt.comp (f := fun Z : Matrix o n 𝕜 => (Z, (Zᴴ * Z)⁻¹))
    (g := fun p : Matrix o n 𝕜 × Matrix n n 𝕜 => p.1 * p.2 * p.1ᴴ) (x := Y)
    hmul.continuousAt hpair
```

## Small shifts make the occupied block invertible

As a function of s,

det(A + s·1) = det(s·1 − (−A))

is the characteristic polynomial of −A. It is monic, so it is not the zero polynomial and has finitely many roots. Remove 0 from the set of roots if it is there. What remains is finite, hence closed, and does not contain 0, so some neighbourhood of 0 avoids it. Every nonzero s in that neighbourhood makes A + s·1 invertible.

In Lean, "for all small nonzero s" is `∀ᶠ s in 𝓝[≠] (0 : 𝕜)`. Over ℂ this covers shifts in every complex direction. The equality `hA` matches the shifted block to Mathlib's form of the characteristic polynomial.

```lean
/-- For every square block `A`, the shifted block `A + s 1` is invertible for all
sufficiently small nonzero `s`. -/
theorem eventually_isUnit_det (A : Matrix n n 𝕜) :
    ∀ᶠ s in 𝓝[≠] (0 : 𝕜), IsUnit (A + s • (1 : Matrix n n 𝕜)).det := by
  -- the determinant is a characteristic polynomial in `s`, with finitely many roots
  have hfin : {s : 𝕜 | (-A).charpoly.IsRoot s}.Finite :=
    Polynomial.finite_setOfPred_isRoot (Matrix.charpoly_monic (-A)).ne_zero
  have hclosed : IsClosed ({s : 𝕜 | (-A).charpoly.IsRoot s} \ {0}) :=
    (hfin.subset Set.sdiff_subset).isClosed
  have hmem := hclosed.compl_mem_nhds (x := (0 : 𝕜)) (fun h => h.2 rfl)
  rw [eventually_nhdsWithin_iff]
  filter_upwards [hmem] with s hs hs0
  rw [isUnit_iff_ne_zero]
  intro hdet
  refine hs ⟨?_, hs0⟩
  have hA : Matrix.scalar n s - -A = A + s • (1 : Matrix n n 𝕜) := by
    simp [Matrix.scalar_apply, Matrix.smul_one_eq_diagonal, add_comm]
  change (-A).charpoly.eval s = 0
  rw [Matrix.eval_charpoly, hA, hdet]
```

## The limit of the shifted determinants

If Y_s v = 0, the occupied rows say that (A + s·1)v = 0. For small nonzero s this block is invertible, so v = 0 and the shifted orbitals are independent.

The map s ↦ Y_s is continuous and equals Y at s = 0. Since P is continuous at Y,

P(Y_s) → P(Y) as s → 0.

The theorem assumes only that the columns of [A; B] are independent; A may be singular or not. Its conclusion joins the statement about small nonzero s to the limit, and the convergence is that of matrix entries. The first half of the proof reads off the occupied rows through `Sum.inl`; the second composes the two continuity statements.

```lean
/-- Let the orbitals `[A; B]` be linearly independent. For all small nonzero `s` the orbitals
`[A + s 1; B]` have an invertible occupied block and are linearly independent, and their
density matrix tends to that of `[A; B]` as `s` tends to zero. -/
theorem determinant_is_limit_of_shifted (A : Matrix n n 𝕜) (B : Matrix m n 𝕜)
    (hY : FullColumnRank (fromRows A B)) :
    (∀ᶠ s in 𝓝[≠] (0 : 𝕜), IsUnit (A + s • (1 : Matrix n n 𝕜)).det ∧
      FullColumnRank (shifted A B s)) ∧
    Tendsto (fun s => densityMatrix (shifted A B s)) (𝓝[≠] (0 : 𝕜))
      (𝓝 (densityMatrix (fromRows A B))) := by
  constructor
  · filter_upwards [eventually_isUnit_det A] with s hs
    refine ⟨hs, fun v hv => ?_⟩
    -- the occupied rows alone already force `v = 0`
    have hocc : (A + s • (1 : Matrix n n 𝕜)) *ᵥ v = 0 :=
      funext fun i => congrFun hv (Sum.inl i)
    exact Matrix.eq_zero_of_mulVec_eq_zero hs.ne_zero hocc
  · have hcont : Continuous (shifted A B) := by
      refine continuous_matrix ?_
      rintro (i | i) j
      · change Continuous fun s : 𝕜 => A i j + s * (1 : Matrix n n 𝕜) i j
        fun_prop
      · exact continuous_const
    have h0 : shifted A B 0 = fromRows A B := by simp [shifted]
    have hlim : Tendsto (shifted A B) (𝓝[≠] (0 : 𝕜)) (𝓝 (shifted A B 0)) :=
      (hcont.tendsto 0).mono_left nhdsWithin_le_nhds
    rw [h0] at hlim
    exact (densityMatrix_continuousAt hY).tendsto.comp hlim
```

## The amplitudes diverge

Let Av = 0. Then (A + s·1)v = sv, and whenever the shifted block is invertible,

s·t_s v = t_s(A + s·1)v = Bv.

```lean
omit [Fintype m] in
/-- If the shifted block `A + s 1` is invertible and `A` annihilates `v`, then the amplitudes
applied to `v` and multiplied by the shift `s` give the virtual component `B v`. -/
theorem smul_amplitudes_mulVec (A : Matrix n n 𝕜) (B : Matrix m n 𝕜) {s : 𝕜} {v : n → 𝕜}
    (hs : IsUnit (A + s • (1 : Matrix n n 𝕜)).det) (hv : A *ᵥ v = 0) :
    s • (amplitudes A B s *ᵥ v) = B *ᵥ v := by
  have hsv : s • v = (A + s • (1 : Matrix n n 𝕜)) *ᵥ v := by
    rw [Matrix.add_mulVec, hv, Matrix.smul_mulVec, Matrix.one_mulVec, zero_add]
  rw [← Matrix.mulVec_smul, hsv, Matrix.mulVec_mulVec, amplitudes, Matrix.mul_assoc,
    Matrix.nonsing_inv_mul _ hs, Matrix.mul_one]
```

Now let v be nonzero as well. If Bv were zero, then Yv = 0, against linear independence. So Bv ≠ 0, and for small nonzero s

‖t_s v‖ = ‖Bv‖ / |s| → ∞.

The Lean norm on these vectors is the largest absolute value of a component. The proof obtains `hB` from linear independence, shows that ‖Bv‖/|s| tends to infinity, and transfers the limit to the amplitudes, since the two expressions agree for all small nonzero s.

```lean
/-- If the orbitals `[A; B]` are linearly independent and `A` annihilates a nonzero vector `v`,
the Thouless amplitudes of the shifted orbitals, applied to `v`, grow without bound as the
shift tends to zero. -/
theorem amplitudes_diverge (A : Matrix n n 𝕜) (B : Matrix m n 𝕜)
    (hY : FullColumnRank (fromRows A B)) {v : n → 𝕜} (hv0 : v ≠ 0) (hv : A *ᵥ v = 0) :
    Tendsto (fun s => ‖amplitudes A B s *ᵥ v‖) (𝓝[≠] (0 : 𝕜)) atTop := by
  -- full column rank leaves a nonzero virtual component
  have hB : B *ᵥ v ≠ 0 := by
    intro hBv
    refine hv0 (hY v (funext ?_))
    rintro (i | i)
    · exact congrFun hv i
    · exact congrFun hBv i
  have hnorm : Tendsto (fun s : 𝕜 => ‖s‖) (𝓝[≠] (0 : 𝕜)) (𝓝[>] (0 : ℝ)) := by
    refine tendsto_nhdsWithin_iff.2
      ⟨(continuous_norm.tendsto' 0 0 norm_zero).mono_left nhdsWithin_le_nhds, ?_⟩
    filter_upwards [self_mem_nhdsWithin] with s hs
    exact norm_pos_iff.2 hs
  have hdiv : Tendsto (fun s : 𝕜 => ‖s‖⁻¹ * ‖B *ᵥ v‖) (𝓝[≠] (0 : 𝕜)) atTop :=
    (tendsto_inv_nhdsGT_zero.comp hnorm).atTop_mul_const (norm_pos_iff.2 hB)
  refine hdiv.congr' ?_
  filter_upwards [eventually_isUnit_det A, self_mem_nhdsWithin] with s hs hs0
  rw [← smul_amplitudes_mulVec A B hs hv, norm_smul,
    inv_mul_cancel_left₀ (norm_ne_zero_iff.2 hs0)]

end

end ThoulessClosure
```

```lean
#print axioms ThoulessClosure.densityMatrix_is_projector
#print axioms ThoulessClosure.determinant_is_limit_of_shifted
#print axioms ThoulessClosure.amplitudes_diverge
```

```
'ThoulessClosure.densityMatrix_is_projector' depends on axioms: [propext, Classical.choice, Quot.sound]
'ThoulessClosure.determinant_is_limit_of_shifted' depends on axioms: [propext, Classical.choice, Quot.sound]
'ThoulessClosure.amplitudes_diverge' depends on axioms: [propext, Classical.choice, Quot.sound]
```

## Two electrons in three spin orbitals

Take orbitals 1 and 2 as occupied in the reference, and consider the determinant that occupies 1 and 3. Then

A = [1, 0; 0, 0], B = [0, 1],

with semicolons separating rows. The block A is singular and annihilates v = (0, 1). The shifted columns are

(1 + s, 0, 0) and (0, s, 1).

They are orthogonal, so for real s ≠ −1 the projector is

P(Y_s) = [1, 0, 0; 0, s²/(1 + s²), s/(1 + s²); 0, s/(1 + s²), 1/(1 + s²)].

At s = 0.1 its lower right 2 × 2 block is approximately

[0.0099, 0.0990; 0.0990, 0.9901],

and as s → 0 the whole matrix tends to diag(1, 0, 1), the density matrix with orbitals 1 and 3 occupied. The amplitudes are t_s = (0, 1/s), which is (0, 10) at s = 0.1 and (0, 100) at s = 0.01.

The example also shows why the theorem speaks of small nonzero shifts and not of all nonzero ones: det(A + s·1) = s(1 + s) vanishes again at s = −1, where the first column becomes zero and the orbitals are no longer independent.
